# For noncommuting real symmetric 2×2 matrices $A$ and $B$, $A+zB$ is degenerate at exactly two complex $z$, a nonreal conjugate pair, and diagonalizable at neither

When a field of strength $t$ is tuned, two energy levels of a Hamiltonian $A+tB$ often approach each other and then turn away without meeting. If $A$ and $B$ are real symmetric 2×2 matrices that do not commute, the missing crossing is found at complex field strengths, and there the matrix lacks a full set of eigenvectors.

```lean
import Mathlib

open Matrix Polynomial ComplexConjugate

namespace HiddenExceptionalPoints

noncomputable section

local notation "Mat₂" => Matrix (Fin 2) (Fin 2)

/-- The matrix `A + z B` with real matrices `A`, `B` and a complex coupling `z`. -/
def pencil (A B : Mat₂ ℝ) (z : ℂ) : Mat₂ ℂ :=
  Matrix.of fun i j => (A i j : ℂ) + z * (B i j : ℂ)

/-- The two eigenvalues coincide: the characteristic polynomial is `(X - μ)²`. -/
def HasRepeatedEigenvalue (M : Mat₂ ℂ) : Prop := ∃ μ : ℂ, M.charpoly = (X - C μ) ^ 2

/-- The matrix is similar to a diagonal matrix. -/
def IsDiagonalizable (M : Mat₂ ℂ) : Prop :=
  ∃ (P : Mat₂ ℂ) (d : Fin 2 → ℂ), IsUnit P.det ∧ M = P * diagonal d * P⁻¹

/-- The level difference and the coupling of a real symmetric matrix in one complex number. -/
def splitting (M : Mat₂ ℝ) : ℂ := (M 0 0 : ℂ) - M 1 1 + 2 * M 0 1 * Complex.I

/-- The complex coupling `z₀ = - splitting A / splitting B`, for `splitting B ≠ 0`. -/
def exceptionalPoint (A B : Mat₂ ℝ) : ℂ := -splitting A / splitting B

lemma pencil_apply (A B : Mat₂ ℝ) (z : ℂ) (i j : Fin 2) :
    pencil A B z i j = (A i j : ℂ) + z * (B i j : ℂ) := rfl

lemma splitting_re (M : Mat₂ ℝ) : (splitting M).re = M 0 0 - M 1 1 := by simp [splitting]

lemma splitting_im (M : Mat₂ ℝ) : (splitting M).im = 2 * M 0 1 := by simp [splitting]

/-- The squared difference of the two eigenvalues of a 2 by 2 matrix, in terms of its entries. -/
theorem gap_sq {K : Type*} [Field K] (M : Mat₂ K) (l m : K)
    (h : M.charpoly = (X - C l) * (X - C m)) :
    (l - m) ^ 2 = (M 0 0 - M 1 1) ^ 2 + 4 * M 0 1 * M 1 0 := by
  rw [Matrix.charpoly_fin_two] at h
  -- compare the two polynomials at 0 and at 1
  have h0 := congrArg (Polynomial.eval (0 : K)) h
  have h1 := congrArg (Polynomial.eval (1 : K)) h
  simp only [eval_add, eval_sub, eval_mul, eval_pow, eval_X, eval_C,
    Matrix.trace_fin_two, Matrix.det_fin_two] at h0 h1
  have hS : M 0 0 + M 1 1 = l + m := by linear_combination h0 - h1
  linear_combination -(M 0 0 + M 1 1 + l + m) * hS + 4 * h0

/-- A 2 by 2 matrix has a repeated eigenvalue exactly when its discriminant vanishes. -/
theorem repeated_iff (M : Mat₂ ℂ) :
    HasRepeatedEigenvalue M ↔ (M 0 0 - M 1 1) ^ 2 + 4 * M 0 1 * M 1 0 = 0 := by
  constructor
  · rintro ⟨μ, h⟩
    have hg := gap_sq M μ μ (by rw [h, pow_two])
    linear_combination -hg
  · intro h
    obtain ⟨μ, hμ⟩ : ∃ μ : ℂ, μ = (M 0 0 + M 1 1) / 2 := ⟨_, rfl⟩
    have ht : M.trace = μ + μ := by rw [Matrix.trace_fin_two, hμ]; ring
    have hd : M.det = μ * μ := by
      rw [Matrix.det_fin_two, hμ]
      linear_combination (-1 / 4 : ℂ) * h
    refine ⟨μ, ?_⟩
    rw [Matrix.charpoly_fin_two, ht, hd, C_add, C_mul]
    ring

/-- A diagonalizable 2 by 2 matrix with a repeated eigenvalue is a multiple of the identity. -/
theorem scalar_of_repeated {M : Mat₂ ℂ} (hr : HasRepeatedEigenvalue M)
    (hd : IsDiagonalizable M) : ∃ c : ℂ, M = c • (1 : Mat₂ ℂ) := by
  obtain ⟨P, d, hP, hM⟩ := hd
  have ht : M.trace = d 0 + d 1 := by
    rw [hM, Matrix.trace_mul_comm, ← mul_assoc, Matrix.nonsing_inv_mul _ hP, one_mul,
      Matrix.trace_diagonal, Fin.sum_univ_two]
  have hdet : M.det = d 0 * d 1 := by
    rw [hM, Matrix.det_mul_comm, ← mul_assoc, Matrix.nonsing_inv_mul _ hP, one_mul,
      Matrix.det_diagonal, Fin.prod_univ_two]
  rw [Matrix.trace_fin_two] at ht
  rw [Matrix.det_fin_two] at hdet
  have h0 := (repeated_iff M).mp hr
  have hsq : (d 0 - d 1) ^ 2 = 0 := by
    linear_combination h0 - (M 0 0 + M 1 1 + d 0 + d 1) * ht + 4 * hdet
  have e : d 0 = d 1 := sub_eq_zero.mp (pow_eq_zero_iff two_ne_zero |>.mp hsq)
  have hf : d = fun _ => d 0 := by
    funext i
    fin_cases i
    exacts [rfl, e.symm]
  have hD : diagonal d = d 0 • (1 : Mat₂ ℂ) := by
    rw [Matrix.smul_one_eq_diagonal]
    exact congrArg Matrix.diagonal hf
  refine ⟨d 0, ?_⟩
  rw [hM, hD, Matrix.mul_smul, mul_one, Matrix.smul_mul, Matrix.mul_nonsing_inv _ hP]

variable {A B : Mat₂ ℝ}

/-- Real symmetric 2 by 2 matrices commute if their level differences and couplings are
proportional. -/
theorem commute_of_proportional (hA : A.IsSymm) (hB : B.IsSymm)
    (h : (A 0 0 - A 1 1) * B 0 1 = A 0 1 * (B 0 0 - B 1 1)) : A * B = B * A := by
  have hA' : A 1 0 = A 0 1 := hA.apply 0 1
  have hB' : B 1 0 = B 0 1 := hB.apply 0 1
  ext i j
  rw [Matrix.mul_apply, Matrix.mul_apply, Fin.sum_univ_two, Fin.sum_univ_two]
  revert i j
  rw [Fin.forall_fin_two, Fin.forall_fin_two, Fin.forall_fin_two, hA', hB']
  exact ⟨⟨by ring, by linear_combination h⟩, by linear_combination -h, by ring⟩

lemma splitting_ne_zero (hA : A.IsSymm) (hB : B.IsSymm) (hAB : A * B ≠ B * A) :
    splitting B ≠ 0 := by
  intro h
  have hre := splitting_re B
  have him := splitting_im B
  rw [h, Complex.zero_re] at hre
  rw [h, Complex.zero_im] at him
  refine hAB (commute_of_proportional hA hB ?_)
  linear_combination A 0 1 * hre - (A 0 0 - A 1 1) / 2 * him

lemma point_mul (hs : splitting B ≠ 0) :
    exceptionalPoint A B * splitting B = -splitting A := by
  rw [exceptionalPoint, div_mul_eq_mul_div, mul_div_assoc, div_self hs, mul_one]

/-- For noncommuting real symmetric 2 by 2 matrices, `A + z B` has a repeated eigenvalue exactly
at the nonreal point `z₀` and at its conjugate, and there it is not diagonalizable. -/
theorem exceptional_points (hA : A.IsSymm) (hB : B.IsSymm) (hAB : A * B ≠ B * A) :
    (exceptionalPoint A B).im ≠ 0 ∧
    (∀ z, HasRepeatedEigenvalue (pencil A B z) ↔
      z = exceptionalPoint A B ∨ z = conj (exceptionalPoint A B)) ∧
    ∀ z, HasRepeatedEigenvalue (pencil A B z) → ¬ IsDiagonalizable (pencil A B z) := by
  have hs := splitting_ne_zero hA hB hAB
  have hA' : A 1 0 = A 0 1 := hA.apply 0 1
  have hB' : B 1 0 = B 0 1 := hB.apply 0 1
  refine ⟨fun him => hAB (commute_of_proportional hA hB ?_), fun z => ?_,
    fun z hr hd => hAB (commute_of_proportional hA hB ?_)⟩
  · -- a real z₀ would make the two splittings proportional
    have h1 := congrArg Complex.re (point_mul (A := A) hs)
    have h2 := congrArg Complex.im (point_mul (A := A) hs)
    rw [Complex.mul_re, Complex.neg_re, him, splitting_re, splitting_re] at h1
    rw [Complex.mul_im, Complex.neg_im, him, splitting_im, splitting_im] at h2
    linear_combination B 0 1 * h1 - (B 0 0 - B 1 1) / 2 * h2
  · -- the discriminant splits into two linear factors in z
    have hc : ∀ M : Mat₂ ℝ,
        conj (splitting M) = (M 0 0 : ℂ) - M 1 1 - 2 * M 0 1 * Complex.I := by
      intro M
      apply Complex.ext <;> simp [splitting]
    have hfac : (pencil A B z 0 0 - pencil A B z 1 1) ^ 2
        + 4 * pencil A B z 0 1 * pencil A B z 1 0
        = (splitting A + z * splitting B) * (conj (splitting A) + z * conj (splitting B)) := by
      rw [hc, hc, splitting, splitting]
      simp only [pencil_apply, hA', hB']
      linear_combination 4 * ((A 0 1 : ℂ) + z * (B 0 1 : ℂ)) ^ 2 * Complex.I_sq
    have hroot : ∀ a b : ℂ, b ≠ 0 → (a + z * b = 0 ↔ z = -a / b) := by
      intro a b hb
      rw [eq_div_iff hb]
      constructor <;> intro h <;> linear_combination h
    have hs' : conj (splitting B) ≠ 0 := by rwa [ne_eq, map_eq_zero]
    rw [repeated_iff, hfac, mul_eq_zero, hroot _ _ hs, hroot _ _ hs', exceptionalPoint,
      map_div₀, map_neg]
  · -- a diagonalizable degeneracy is scalar, which forces A and B to commute
    obtain ⟨c, hc⟩ := scalar_of_repeated hr hd
    have h01 : pencil A B z 0 1 = 0 := by rw [hc]; simp
    have h00 : pencil A B z 0 0 = pencil A B z 1 1 := by rw [hc]; simp
    rw [pencil_apply] at h01
    rw [pencil_apply, pencil_apply] at h00
    have h : ((A 0 0 : ℂ) - A 1 1) * B 0 1 = A 0 1 * ((B 0 0 : ℂ) - B 1 1) := by
      linear_combination (B 0 1 : ℂ) * h00 - ((B 0 0 : ℂ) - B 1 1) * h01
    exact_mod_cast h

/-- For noncommuting real symmetric `A`, `B` and real `t`, the gap between the eigenvalues `l`, `m`
of `A + t B` is proportional to the distance from `t` to `z₀` in the complex plane. -/
theorem gap_eq_distance (hA : A.IsSymm) (hB : B.IsSymm) (hAB : A * B ≠ B * A) (t l m : ℝ)
    (h : (A + t • B).charpoly = (X - C l) * (X - C m)) :
    |l - m| = ‖splitting B‖ * ‖(t : ℂ) - exceptionalPoint A B‖ := by
  have hA' : A 1 0 = A 0 1 := hA.apply 0 1
  have hB' : B 1 0 = B 0 1 := hB.apply 0 1
  have hz := point_mul (A := A) (splitting_ne_zero hA hB hAB)
  have hw : splitting B * ((t : ℂ) - exceptionalPoint A B)
      = splitting A + t * splitting B := by linear_combination -hz
  have hsq : (l - m) ^ 2 = ‖splitting A + t * splitting B‖ ^ 2 := by
    rw [gap_sq _ l m h, Complex.sq_norm, Complex.normSq_apply]
    simp only [Matrix.add_apply, Matrix.smul_apply, smul_eq_mul, hA', hB', Complex.add_re,
      Complex.add_im, Complex.mul_re, Complex.mul_im, Complex.ofReal_re, Complex.ofReal_im,
      splitting_re, splitting_im]
    ring
  rw [← norm_mul, hw, ← Real.sqrt_sq_eq_abs, hsq, Real.sqrt_sq (norm_nonneg _)]

/-- The Pauli matrix `σ_z`. -/
def pauliZ : Mat₂ ℝ := !![1, 0; 0, -1]

/-- The Pauli matrix `σ_x`. -/
def pauliX : Mat₂ ℝ := !![0, 1; 1, 0]

/-- The symmetric matrices `σ_z` and `σ_x` do not commute, and `z₀` of `σ_z + z σ_x` is `i`. -/
theorem pauli_witness : pauliZ.IsSymm ∧ pauliX.IsSymm ∧ pauliZ * pauliX ≠ pauliX * pauliZ ∧
    exceptionalPoint pauliZ pauliX = Complex.I := by
  refine ⟨Matrix.IsSymm.ext (by simp [Fin.forall_fin_two, pauliZ]),
    Matrix.IsSymm.ext (by simp [Fin.forall_fin_two, pauliX]), fun h => ?_, ?_⟩
  · have h01 := congrArg (fun M : Mat₂ ℝ => M 0 1) h
    norm_num [Matrix.mul_apply, Fin.sum_univ_two, pauliZ, pauliX] at h01
  · have h1 : splitting pauliZ = 2 := by norm_num [splitting, pauliZ]
    have h2 : splitting pauliX = 2 * Complex.I := by norm_num [splitting, pauliX]
    have h3 : (2 * Complex.I : ℂ) ≠ 0 := mul_ne_zero two_ne_zero Complex.I_ne_zero
    rw [exceptionalPoint, h1, h2, div_eq_iff h3]
    linear_combination -2 * Complex.I_sq

end

end HiddenExceptionalPoints
```

```lean
#print axioms HiddenExceptionalPoints.exceptional_points
#print axioms HiddenExceptionalPoints.gap_eq_distance
```

```
'HiddenExceptionalPoints.exceptional_points' depends on axioms: [propext, Classical.choice, Quot.sound]
'HiddenExceptionalPoints.gap_eq_distance' depends on axioms: [propext, Classical.choice, Quot.sound]
```

## The two-level Hamiltonian at complex coupling

A real symmetric matrix describes two levels in an orthonormal basis in which the Hamiltonian is real, as is possible for a spinless particle without a magnetic field. $A$ is the Hamiltonian at zero field and $B$ is the perturbation. `pencil A B z` is the matrix $A+zB$ with $z$ complex. For nonreal $z$ it is still symmetric but in general no longer Hermitian, so the spectral theorem does not guarantee a basis of eigenvectors.

Indices run over 0 and 1, as in Lean. The definition `splitting` packs the level difference and the coupling of a real symmetric matrix $M$ into one complex number,

$$s(M) = (M_{00}-M_{11}) + 2i\,M_{01}.$$

Despite its name it is not the energy gap; the gap of $M$ is $|s(M)|$. The definition `exceptionalPoint` is $z_0=-s(A)/s(B)$. In the usual terminology, both $z_0$ and its conjugate $\bar z_0$ are exceptional points, and the Lean name refers to the first.

`HasRepeatedEigenvalue` says that the characteristic polynomial is $(X-\mu)^2$ for some $\mu$. `IsDiagonalizable` says that $M=PDP^{-1}$ with $D$ diagonal and $P$ any invertible complex matrix, not necessarily unitary.

With `hA` and `hB` for symmetry and `hAB` for $AB\neq BA$, the theorem `exceptional_points` states three things:

- $z_0$ is not real, so $z_0$ and $\bar z_0$ are two different points.
- $A+zB$ has a repeated eigenvalue if and only if $z=z_0$ or $z=\bar z_0$.
- Wherever the eigenvalue is repeated, $A+zB$ is not diagonalizable.

The theorem `gap_eq_distance` returns to real fields. If $l$ and $m$ are the eigenvalues of $A+tB$, then $|l-m| = |s(B)|\,|t-z_0|$. Its hypothesis `h` only names the eigenvalues, since a real symmetric matrix always has two real ones. Finally, `pauli_witness` shows that $\sigma_z$ and $\sigma_x$ satisfy the assumptions and that their $z_0$ is $i$.

In a two-level model with a linear parameter, these points are also the branch points of the energies as functions of $z$, and so they limit the convergence of the perturbation series in $z$. A molecule or a solid has more than two levels, and its reduction to a 2×2 block that is linear in the field is the step that the hypotheses leave to the modeller.

## The discriminant splits into two linear factors

Let $l$ and $m$ be the eigenvalues of a 2×2 matrix $M$. Their sum is the trace and their product is the determinant, so

$$(l-m)^2=(l+m)^2-4lm=(M_{00}-M_{11})^2+4M_{01}M_{10}.$$

This is `gap_sq`. Lean obtains the two relations by evaluating the characteristic polynomial at 0, which gives the determinant, and at 1, which then gives the trace. The lemma `repeated_iff` concludes that an eigenvalue is repeated exactly when the right-hand side vanishes. For the converse direction it takes $\mu$ to be half the trace and checks that the determinant is $\mu^2$.

Write $\delta_A=A_{00}-A_{11}$ and $\delta_B=B_{00}-B_{11}$. For $M=A+zB$ the right-hand side becomes

$$(\delta_A+z\delta_B)^2+4(A_{01}+zB_{01})^2=\bigl(s(A)+z\,s(B)\bigr)\bigl(\overline{s(A)}+z\,\overline{s(B)}\bigr),$$

because $x^2+4y^2=(x+2iy)(x-2iy)$. This is the step `hfac` in the main proof, where $i^2=-1$ enters through `Complex.I_sq`. If $s(B)\neq0$, the first factor vanishes only at $z_0$ and the second only at $\bar z_0$.

## One number measures the failure to commute

For symmetric $A$ and $B$ the diagonal entries of $AB-BA$ are zero, and the off-diagonal ones are $\kappa$ and $-\kappa$, with

$$\kappa=(AB-BA)_{01}=\delta_A B_{01}-A_{01}\delta_B .$$

The matrices therefore commute when $\kappa=0$, which is `commute_of_proportional`, proved entry by entry. The rest of the argument shows that each unwanted case would give $\kappa=0$.

If $s(B)=0$, then $\delta_B=B_{01}=0$ and $\kappa=0$. This is `splitting_ne_zero`, and it makes the division in $z_0$ legitimate.

For the imaginary part of $z_0$, multiply numerator and denominator by $\overline{s(B)}$:

$$\operatorname{Im} z_0=-\frac{\operatorname{Im}\bigl(s(A)\overline{s(B)}\bigr)}{|s(B)|^2}=\frac{2\kappa}{|s(B)|^2}\neq 0 .$$

Lean avoids the quotient. It assumes that $z_0$ is real, takes the real and imaginary parts of $z_0\,s(B)=-s(A)$ (the lemma `point_mul`), and combines them into $\kappa=0$.

## A diagonalizable degeneracy would be a multiple of the identity

Suppose that $M=PDP^{-1}$ has a repeated eigenvalue, and let $d_0,d_1$ be the diagonal entries of $D$. Trace and determinant are unchanged by the similarity, so $d_0+d_1=\operatorname{tr}M$ and $d_0d_1=\det M$. Hence

$$(d_0-d_1)^2=(\operatorname{tr}M)^2-4\det M=(M_{00}-M_{11})^2+4M_{01}M_{10}=0 .$$

So $D=d_0\mathbb 1$, and $M=P(d_0\mathbb 1)P^{-1}=d_0\mathbb 1$. This is `scalar_of_repeated`.

If $A+zB$ were such a multiple of the identity, its off-diagonal entry would vanish and its diagonal entries would agree:

$$A_{01}+zB_{01}=0,\qquad \delta_A+z\delta_B=0 .$$

Multiply the second equation by $B_{01}$, the first by $\delta_B$, and subtract. The terms with $z$ cancel and $\kappa=0$ remains, against the assumption. The last part of `exceptional_points` is this elimination, done in the complex numbers and then carried back to the real entries by `exact_mod_cast`.

## The gap at real field is a distance in the complex plane

At real $t$ the matrix $A+tB$ is real symmetric, and $s$ is linear over the reals. The formula for the squared gap therefore gives

$$(l-m)^2=|s(A)+t\,s(B)|^2=|s(B)|^2\,|t-z_0|^2,$$

where the last step uses $s(A)=-z_0\,s(B)$. Both $|l-m|$ and $|s(B)|\,|t-z_0|$ are nonnegative, so the square root can be taken. In Lean, `hsq` is the first equality and `hw` the factorization.

Since $|t-z_0|^2=(t-\operatorname{Re}z_0)^2+(\operatorname{Im}z_0)^2$, the gap is smallest at $t=\operatorname{Re}z_0$, where it equals $|s(B)|\,|\operatorname{Im}z_0|$. This minimum is a consequence drawn here from `gap_eq_distance` and has no Lean theorem of its own. The real part of the exceptional point thus locates the avoided crossing, and the imaginary part, multiplied by $|s(B)|$, sets its width in energy.

## An avoided crossing at $t=-2$

Take

$$A=\begin{pmatrix}3&1\\1&-1\end{pmatrix},\qquad B=\begin{pmatrix}1&0\\0&-1\end{pmatrix}.$$

Then $s(A)=4+2i$ and $s(B)=2$, so $z_0=-2-i$. At this point

$$A+z_0B=\begin{pmatrix}1-i&1\\1&1+i\end{pmatrix}$$

has trace 2 and determinant $(1-i)(1+i)-1=1$. Its characteristic polynomial is $(X-1)^2$, but the matrix is not the identity, so it is not diagonalizable. Its only eigenvectors are the multiples of $(1,i)$.

On the real axis the smallest gap should occur at $t=-2$ and equal $2\cdot1=2$. There $A-2B$ has all four entries equal to 1, with eigenvalues 0 and 2. At $t=0$ the distance formula gives $2\,|2+i|=2\sqrt5$, and the eigenvalues of $A$ are indeed $1\pm\sqrt5$.
